# Kinetic energy in a uniform magnetic field and angular-momentum precession from the linear coupling, for particles of equal charge and mass

If a uniform magnetic field enters an atomic Hamiltonian only through its coupling to the orbital angular momentum, a state with zero total orbital angular momentum does not respond to it at all. The diamagnetic energy shift is lost. The missing term comes from squaring the mechanical momentum, and its coefficient is fixed by the linear coupling together with the particle mass.

Let particle $i$ have position $r_i$ and canonical momentum $p_i$, and let all particles have charge $q$ and mass $m\neq0$. In the symmetric gauge, a uniform field $B$ has the vector potential $\tfrac12B\times r$, so the mechanical momentum is $p_i-\tfrac q2B\times r_i$. Define $\omega$ by $qB=2m\omega$, and let $L=\sum_i r_i\times p_i$. Then

$$\sum_i\frac{(p_i-\tfrac q2B\times r_i)^2}{2m}=\sum_i\frac{p_i^2}{2m}-\omega\cdot L+\frac m2\sum_i\left[\omega^2r_i^2-(\omega\cdot r_i)^2\right].$$

This is exact in the field. A second result is the commutator of the total angular momentum with the Hamiltonian that keeps only the linear term, for an interaction that commutes with each component of $L$. Larmor's theorem, which to first order in $B$ replaces the field by a rotating frame, is not proved here.

## Field terms in an electronic-structure code

For non-relativistic electrons without spin terms in a uniform field, the identity lets a code assemble the kinetic energy from field-free, angular-momentum and quadratic position integrals. Positions are measured from the gauge origin. For electrons $q=-e$, with $e>0$, so the linear term is $+eB\cdot L/(2m)$.

The identity concerns operators. In a truncated basis, squaring the matrix of the mechanical momentum need not reproduce the matrix of its square, so a comparison of the two sides should use integrals of the full operators.

## Expanding the square

Number the axes 0, 1, 2 and write $\mathrm i$ for the imaginary unit. The canonical relations are

$$[r_{ia},p_{jb}]=\mathrm i\hbar\,\delta_{ij}\delta_{ab},$$

with all positions commuting among themselves, and likewise all momenta.

For one particle, drop the particle index and set $u=\omega\times r$. Since $\tfrac q2B\times r=mu$,

$$(p-mu)^2=p^2-m(p\cdot u+u\cdot p)+m^2u^2.$$

The component $u_a$ does not contain $r_a$, so it commutes with $p_a$. Hence

$$\begin{aligned}
p\cdot u+u\cdot p&=2\big[(\omega_1r_2-\omega_2r_1)p_0+(\omega_2r_0-\omega_0r_2)p_1\\
&\qquad+(\omega_0r_1-\omega_1r_0)p_2\big]\\
&=2\,\omega\cdot(r\times p).
\end{aligned}$$

Because the position components commute,

$$u^2=\sum_a\omega_a^2(r^2-r_a^2)-2\sum_{a<b}\omega_a\omega_b r_ar_b=\omega^2r^2-(\omega\cdot r)^2.$$

Dividing by $2m$ and summing over particles gives the identity.

## Precession under the linear Hamiltonian

The canonical relations give

$$[r_{ib}p_{ic},r_{ja}]=-\mathrm i\hbar\,\delta_{ij}\delta_{ac}r_{ib},\qquad [r_{ib}p_{ic},p_{ja}]=\mathrm i\hbar\,\delta_{ij}\delta_{ab}p_{ic}.$$

Inserting these into $\omega\cdot L$ yields, for $v_j=r_j$ or $p_j$,

$$[\omega\cdot L,v_{ja}]=-\mathrm i\hbar(\omega\times v_j)_a.$$

Therefore

$$[\omega\cdot L,p_j^2]=-\mathrm i\hbar\sum_a\{(\omega\times p_j)_ap_{ja}+p_{ja}(\omega\times p_j)_a\}=0,$$

since the momentum components commute and $p_j\cdot(\omega\times p_j)=0$. So $\omega\cdot L$ commutes with the field-free kinetic energy $T=\sum_i p_i^2/(2m)$. The product rule also gives

$$\begin{aligned}
[\omega\cdot L,r_j\times p_j]&=-\mathrm i\hbar\{(\omega\times r_j)\times p_j+r_j\times(\omega\times p_j)\}\\
&=-\mathrm i\hbar\,\omega\times(r_j\times p_j).
\end{aligned}$$

Sum over $j$. If the interaction $V$ commutes with each component of $L$, then $H=T+V-\omega\cdot L$ satisfies

$$[H,L]=-[\omega\cdot L,L]=\mathrm i\hbar\,\omega\times L.$$

In the Heisenberg picture this reads $\dot L=-\omega\times L$.

## The Lean file

```lean
import Mathlib

open Complex

namespace LarmorTheorem

noncomputable section

variable {ι A : Type*} [Ring A] [Algebra ℂ A]

/-- Canonical commutation relations for the positions `r i a` and momenta `p i a` of particles
`i` along the axes `a`. -/
structure IsCanonical [DecidableEq ι] (ħ : ℂ) (r p : ι → Fin 3 → A) : Prop where
  rr : ∀ i j a b, r i a * r j b = r j b * r i a
  pp : ∀ i j a b, p i a * p j b = p j b * p i a
  rp : ∀ i j a b, r i a * p j b - p j b * r i a =
    (if i = j ∧ a = b then I * ħ else 0) • (1 : A)

/-- Scalar product of a numerical vector with a vector of operators. -/
def dot (u : Fin 3 → ℂ) (v : Fin 3 → A) : A := ∑ a, u a • v a

/-- Cross product of a numerical vector with a vector of operators. -/
def cross (u : Fin 3 → ℂ) (v : Fin 3 → A) : Fin 3 → A :=
  ![u 1 • v 2 - u 2 • v 1, u 2 • v 0 - u 0 • v 2, u 0 • v 1 - u 1 • v 0]

/-- The square `v · v` of a vector of operators. -/
def selfDot (v : Fin 3 → A) : A := ∑ a, v a * v a

/-- Angular momentum `r × p` of one particle. -/
def angMom (r p : Fin 3 → A) : Fin 3 → A :=
  ![r 1 * p 2 - r 2 * p 1, r 2 * p 0 - r 0 * p 2, r 0 * p 1 - r 1 * p 0]

/-- Mechanical momentum `p - q B × r / 2` of one particle in a uniform field `B`. -/
def mechMom (q : ℂ) (B : Fin 3 → ℂ) (r p : Fin 3 → A) : Fin 3 → A :=
  fun a => p a - q • (1 / 2 : ℂ) • cross B r a

variable [Fintype ι]

/-- Total angular momentum of all particles. -/
def totalL (r p : ι → Fin 3 → A) : Fin 3 → A := fun a => ∑ i, angMom (r i) (p i) a

/-- Kinetic energy `∑ p² / (2m)`, for mass `m ≠ 0`. -/
def kinetic (m : ℂ) (p : ι → Fin 3 → A) : A := ∑ i, (1 / (2 * m)) • selfDot (p i)

/-- The Hamiltonian `∑ p² / (2m) + V - ω · L`, for mass `m ≠ 0`. -/
def linearHamiltonian (m : ℂ) (ω : Fin 3 → ℂ) (V : A) (r p : ι → Fin 3 → A) : A :=
  kinetic m p + V - dot ω (totalL r p)

omit [Fintype ι] in
/-- A statement about vector components holds if it holds along each of the three axes. -/
theorem axis {P : Fin 3 → Prop} (h0 : P 0) (h1 : P 1) (h2 : P 2) : ∀ a, P a := by
  intro a
  fin_cases a
  exacts [h0, h1, h2]

/-- The component of the total angular momentum along `ω` is the sum over particles. -/
theorem dot_totalL (ω : Fin 3 → ℂ) (r p : ι → Fin 3 → A) :
    dot ω (totalL r p) = ∑ i, dot ω (angMom (r i) (p i)) := by
  simp only [dot, totalL, Finset.smul_sum]
  exact Finset.sum_comm

/-- The commutator of `ω · (r × p)` with an operator `X`, written through the products
`r b * p c`. -/
theorem comm_dot (ω : Fin 3 → ℂ) (r p : Fin 3 → A) (X : A) :
    dot ω (angMom r p) * X - X * dot ω (angMom r p) =
      ω 0 • ((r 1 * p 2 * X - X * (r 1 * p 2)) - (r 2 * p 1 * X - X * (r 2 * p 1))) +
      ω 1 • ((r 2 * p 0 * X - X * (r 2 * p 0)) - (r 0 * p 2 * X - X * (r 0 * p 2))) +
      ω 2 • ((r 0 * p 1 * X - X * (r 0 * p 1)) - (r 1 * p 0 * X - X * (r 1 * p 0))) := by
  simp only [dot, angMom, Fin.sum_univ_three, Matrix.cons_val, add_mul, mul_add,
    smul_mul_assoc, mul_smul_comm, sub_mul, mul_sub]
  module

/-- If different components of `r` and `p` commute, the sum `p · (ω × r) + (ω × r) · p` is `2 ω · (r
× p)`. -/
theorem paramagnetic_coupling (ω : Fin 3 → ℂ) (r p : Fin 3 → A)
    (h : ∀ a b, a ≠ b → p b * r a = r a * p b) :
    ∑ a, (p a * cross ω r a + cross ω r a * p a) = (2 : ℂ) • dot ω (angMom r p) := by
  simp only [dot, angMom, cross, Fin.sum_univ_three, Matrix.cons_val, smul_mul_assoc,
    mul_smul_comm, sub_mul, mul_sub, h 0 1 (by decide), h 0 2 (by decide), h 1 0 (by decide),
    h 1 2 (by decide), h 2 0 (by decide), h 2 1 (by decide)]
  module

/-- For commuting position components, `(ω × r)² = ω² r² - (ω · r)²`. -/
theorem diamagnetic_square (ω : Fin 3 → ℂ) (r : Fin 3 → A)
    (h : ∀ a b, r a * r b = r b * r a) :
    selfDot (cross ω r) = (∑ a, ω a ^ 2) • selfDot r - dot ω r * dot ω r := by
  simp only [selfDot, dot, cross, Fin.sum_univ_three, Matrix.cons_val, smul_mul_assoc,
    mul_smul_comm, sub_mul, mul_sub, add_mul, mul_add, h 1 0, h 2 0, h 2 1]
  module

/-- For `m ≠ 0` and `q B = 2 m ω`, the kinetic energy in a uniform field is the field-free one,
minus `ω · L`, plus `(m/2) ∑ (ω² r² - (ω · r)²)`. -/
theorem larmor [DecidableEq ι] {ħ : ℂ} {r p : ι → Fin 3 → A} (h : IsCanonical ħ r p)
    {q m : ℂ} (hm : m ≠ 0) {B ω : Fin 3 → ℂ} (hω : ∀ a, q * B a = 2 * m * ω a) :
    kinetic m (fun i => mechMom q B (r i) (p i)) =
      kinetic m p - dot ω (totalL r p) +
        (m / 2) • ∑ i, ((∑ a, ω a ^ 2) • selfDot (r i) - dot ω (r i) * dot ω (r i)) := by
  rw [dot_totalL]
  simp only [kinetic]
  rw [Finset.smul_sum, ← Finset.sum_sub_distrib, ← Finset.sum_add_distrib]
  refine Finset.sum_congr rfl fun i _ => ?_
  -- the vector potential term is `m ω × r`
  have hx : ∀ (b c : Fin 3) (x y : A),
      q • (1 / 2 : ℂ) • (B b • x - B c • y) = m • (ω b • x - ω c • y) := by
    intro b c x y
    calc _ = (1 / 2 : ℂ) • ((q * B b) • x - (q * B c) • y) := by module
      _ = _ := by rw [hω, hω]; module
  have hu : mechMom q B (r i) (p i) = fun a => p i a - m • cross ω (r i) a := by
    refine funext (axis ?_ ?_ ?_) <;> simp only [mechMom, cross, Matrix.cons_val, hx]
  -- expand the square, keeping the order of the factors
  have hsq : ∀ v u : Fin 3 → A, selfDot (fun a => v a - m • u a) =
      selfDot v - m • (∑ a, (v a * u a + u a * v a)) + m ^ 2 • selfDot u := by
    intro v u
    simp only [selfDot, Fin.sum_univ_three, sub_mul, mul_sub, smul_mul_assoc, mul_smul_comm]
    module
  have hrp : ∀ a b, a ≠ b → p i b * r i a = r i a * p i b := by
    intro a b hab
    have h1 := h.rp i i a b
    rw [if_neg (fun hc => hab hc.2), zero_smul, sub_eq_zero] at h1
    exact h1.symm
  rw [hu, hsq, paramagnetic_coupling ω _ _ hrp, diamagnetic_square ω _ (h.rr i i)]
  have e1 : 1 / (2 * m) * (m * 2) = 1 := by field_simp
  have e2 : 1 / (2 * m) * m ^ 2 = m / 2 := by field_simp
  rw [smul_add, smul_sub, smul_smul m, smul_smul _ (m * 2), smul_smul _ (m ^ 2), e1, e2,
    one_smul]

/-- The commutator of `ω · L` with the position or momentum of any particle is `-iħ` times the
cross product of `ω` with that vector. -/
theorem rotation [DecidableEq ι] {ħ : ℂ} {r p : ι → Fin 3 → A} (h : IsCanonical ħ r p)
    (ω : Fin 3 → ℂ) (j : ι) (a : Fin 3) :
    dot ω (totalL r p) * r j a - r j a * dot ω (totalL r p) = -(I * ħ) • cross ω (r j) a ∧
    dot ω (totalL r p) * p j a - p j a * dot ω (totalL r p) = -(I * ħ) • cross ω (p j) a := by
  have hr : ∀ i b c a, r i b * p i c * r j a - r j a * (r i b * p i c) =
      -((if j = i ∧ a = c then I * ħ else 0) • r i b) := by
    intro i b c a
    calc _ = (r i b * r j a - r j a * r i b) * p i c
          - r i b * (r j a * p i c - p i c * r j a) := by noncomm_ring
      _ = _ := by
        rw [h.rr i j b a, h.rp, sub_self, zero_mul, zero_sub, mul_smul_comm, mul_one]
  have hp : ∀ i b c a, r i b * p i c * p j a - p j a * (r i b * p i c) =
      (if i = j ∧ b = a then I * ħ else 0) • p i c := by
    intro i b c a
    calc _ = (r i b * p j a - p j a * r i b) * p i c
          + r i b * (p i c * p j a - p j a * p i c) := by noncomm_ring
      _ = _ := by
        rw [h.rp, h.pp i j c a, sub_self, mul_zero, add_zero, smul_mul_assoc, one_mul]
  -- only the angular momentum of particle `j` contributes
  constructor
  · rw [dot_totalL, Finset.sum_mul, Finset.mul_sum, ← Finset.sum_sub_distrib,
      Finset.sum_eq_single j]
    · rw [comm_dot]
      simp only [hr]
      revert a
      refine axis ?_ ?_ ?_ <;> simp [cross] <;> module
    · intro i _ hi
      rw [comm_dot]
      simp only [hr]
      simp [hi.symm]
    · simp
  · rw [dot_totalL, Finset.sum_mul, Finset.mul_sum, ← Finset.sum_sub_distrib,
      Finset.sum_eq_single j]
    · rw [comm_dot]
      simp only [hp]
      revert a
      refine axis ?_ ?_ ?_ <;> simp [cross] <;> module
    · intro i _ hi
      rw [comm_dot]
      simp only [hp]
      simp [hi]
    · simp

/-- The field-free kinetic energy commutes with every component `ω · L` of the total angular
momentum. -/
theorem kinetic_comm [DecidableEq ι] {ħ : ℂ} {r p : ι → Fin 3 → A} (h : IsCanonical ħ r p)
    (m : ℂ) (ω : Fin 3 → ℂ) :
    dot ω (totalL r p) * kinetic m p = kinetic m p * dot ω (totalL r p) := by
  simp only [kinetic, Finset.mul_sum, Finset.sum_mul, mul_smul_comm, smul_mul_assoc]
  refine Finset.sum_congr rfl fun j _ => ?_
  congr 1
  rw [← sub_eq_zero]
  have e : ∀ (D : A) (v : Fin 3 → A), D * selfDot v - selfDot v * D =
      ∑ a, ((D * v a - v a * D) * v a + v a * (D * v a - v a * D)) := by
    intro D v
    simp only [selfDot, Fin.sum_univ_three]
    noncomm_ring
  rw [e]
  simp only [fun a => (rotation h ω j a).2]
  simp only [cross, Fin.sum_univ_three, Matrix.cons_val, smul_mul_assoc, mul_smul_comm,
    sub_mul, mul_sub, h.pp j j 1 0, h.pp j j 2 0, h.pp j j 2 1]
  module

/-- If the interaction `V` commutes with the total angular momentum, then `H = ∑ p² / (2m) + V - ω ·
L` satisfies `[H, L] = iħ ω × L`. -/
theorem larmor_precession [DecidableEq ι] {ħ : ℂ} {r p : ι → Fin 3 → A}
    (h : IsCanonical ħ r p) (m : ℂ) (ω : Fin 3 → ℂ) {V : A}
    (hV : ∀ a, V * totalL r p a = totalL r p a * V) (a : Fin 3) :
    linearHamiltonian m ω V r p * totalL r p a - totalL r p a * linearHamiltonian m ω V r p =
      (I * ħ) • cross ω (totalL r p) a := by
  have hT : totalL r p a * kinetic m p = kinetic m p * totalL r p a := by
    have hs : dot (Pi.single a 1) (totalL r p) = totalL r p a := by
      simp [dot, Pi.single_apply, ite_smul]
    have h1 := kinetic_comm h m (Pi.single a 1)
    rwa [hs] at h1
  have hsub : ∀ D x y : A, D * (x - y) - (x - y) * D = (D * x - x * D) - (D * y - y * D) := by
    intro D x y
    noncomm_ring
  -- product rule for the commutator with `ω · L`
  have hprod : ∀ i b c, dot ω (totalL r p) * (r i b * p i c)
      - r i b * p i c * dot ω (totalL r p) =
      (-(I * ħ) • cross ω (r i) b) * p i c + r i b * (-(I * ħ) • cross ω (p i) c) := by
    intro i b c
    rw [← (rotation h ω i b).1, ← (rotation h ω i c).2]
    noncomm_ring
  have hi : ∀ i a, dot ω (totalL r p) * angMom (r i) (p i) a
      - angMom (r i) (p i) a * dot ω (totalL r p) =
      -(I * ħ) • cross ω (angMom (r i) (p i)) a := by
    intro i
    refine axis ?_ ?_ ?_ <;> simp only [angMom, Matrix.cons_val, hsub, hprod] <;>
      simp only [cross, Matrix.cons_val, sub_mul, mul_sub, smul_mul_assoc, mul_smul_comm] <;>
      module
  have hc : ∀ a, cross ω (totalL r p) a = ∑ i, cross ω (angMom (r i) (p i)) a := by
    refine axis ?_ ?_ ?_ <;>
      simp only [cross, Matrix.cons_val, totalL, Finset.smul_sum, Finset.sum_sub_distrib]
  have hD : dot ω (totalL r p) * totalL r p a - totalL r p a * dot ω (totalL r p) =
      -(I * ħ) • cross ω (totalL r p) a := by
    have hL : totalL r p a = ∑ i, angMom (r i) (p i) a := rfl
    rw [hc, hL, Finset.mul_sum, Finset.sum_mul, ← Finset.sum_sub_distrib, Finset.smul_sum]
    exact Finset.sum_congr rfl fun i _ => hi i a
  calc _ = (kinetic m p * totalL r p a - totalL r p a * kinetic m p)
        + (V * totalL r p a - totalL r p a * V)
        - (dot ω (totalL r p) * totalL r p a - totalL r p a * dot ω (totalL r p)) := by
        simp only [linearHamiltonian]
        noncomm_ring
    _ = _ := by
        rw [hT, hV a, hD, sub_self, sub_self]
        module

omit [Fintype ι] in
/-- Multiplication by the coordinates and `-iħ` times the partial derivatives, acting on
polynomials in the coordinates of all particles, satisfy the canonical relations. -/
theorem isCanonical_witness [DecidableEq ι] (ħ : ℂ) :
    IsCanonical (A := Module.End ℂ (MvPolynomial (ι × Fin 3) ℂ)) ħ
      (fun i a => LinearMap.mulLeft ℂ (MvPolynomial.X (i, a)))
      (fun i a => (-(I * ħ)) • (MvPolynomial.pderiv (i, a)).toLinearMap) := by
  -- partial derivatives commute, since their commutator kills every coordinate
  have hcomm : ∀ (s t : ι × Fin 3) (f : MvPolynomial (ι × Fin 3) ℂ),
      MvPolynomial.pderiv s (MvPolynomial.pderiv t f) =
        MvPolynomial.pderiv t (MvPolynomial.pderiv s f) := by
    intro s t f
    have h0 : ⁅MvPolynomial.pderiv (R := ℂ) s, MvPolynomial.pderiv (R := ℂ) t⁆ = 0 := by
      refine MvPolynomial.derivation_ext fun k => ?_
      rw [Derivation.commutator_apply, MvPolynomial.pderiv_X, MvPolynomial.pderiv_X]
      simp only [Pi.single_apply]
      split_ifs <;> simp
    have h1 := DFunLike.congr_fun h0 f
    rw [Derivation.commutator_apply] at h1
    exact sub_eq_zero.mp h1
  refine ⟨fun i j a b => LinearMap.ext fun f => ?_, fun i j a b => LinearMap.ext fun f => ?_,
    fun i j a b => LinearMap.ext fun f => ?_⟩
  · exact mul_left_comm _ _ _
  · change (-(I * ħ)) • MvPolynomial.pderiv (i, a) ((-(I * ħ)) • MvPolynomial.pderiv (j, b) f) =
      (-(I * ħ)) • MvPolynomial.pderiv (j, b) ((-(I * ħ)) • MvPolynomial.pderiv (i, a) f)
    rw [Derivation.map_smul, Derivation.map_smul, hcomm]
  · have hX : MvPolynomial.pderiv (j, b) (MvPolynomial.X (i, a) : MvPolynomial (ι × Fin 3) ℂ) =
        if i = j ∧ a = b then 1 else 0 := by
      simp [MvPolynomial.pderiv_X, Pi.single_apply]
    change MvPolynomial.X (i, a) * ((-(I * ħ)) • MvPolynomial.pderiv (j, b) f)
      - (-(I * ħ)) • MvPolynomial.pderiv (j, b) (MvPolynomial.X (i, a) * f) =
      (if i = j ∧ a = b then I * ħ else 0) • f
    rw [Derivation.leibniz, hX]
    split_ifs <;> simp only [smul_eq_mul, mul_smul_comm, mul_one, mul_zero] <;> module

end

end LarmorTheorem
```

```lean
#print axioms LarmorTheorem.larmor
-- 'LarmorTheorem.larmor' depends on axioms: [propext, Classical.choice, Quot.sound]
#print axioms LarmorTheorem.kinetic_comm
-- 'LarmorTheorem.kinetic_comm' depends on axioms: [propext, Classical.choice, Quot.sound]
#print axioms LarmorTheorem.larmor_precession
-- 'LarmorTheorem.larmor_precession' depends on axioms: [propext, Classical.choice, Quot.sound]
```

## Operators, scalars and the scope of the theorems

The components `r i a` and `p i a` belong to an arbitrary complex algebra `A`. `IsCanonical` postulates their commutators, which express independent particle coordinates and momenta that generate translations. The type `ι` labels finitely many particles in the main theorems. The scalars `ħ`, `q`, `m`, `B` and `ω` are complex, with real physical values as a special case.

`larmor` states the identity, with `mechMom` for the mechanical momentum and `hω` for $qB=2m\omega$. `larmor_precession` gives the commutator for `linearHamiltonian`, which omits the quadratic term. Its hypothesis `hV` stands for invariance of the interaction under joint rotation of all particles about the gauge origin. Fixed nuclei in a molecule generally break that invariance.

The algebra has no Hilbert-space domains, self-adjointness or time evolution. Spin, non-uniform fields and the vector potentials of nuclear magnetic moments, which NMR shielding requires, are absent.

## How the Lean proofs follow the algebra

`paramagnetic_coupling` and `diamagnetic_square` prove the cross-term and square formulas. In `larmor`, `hu` replaces the vector-potential term by $m\,\omega\times r$, `hsq` expands the square in operator order, and `hrp` extracts the commutation of different components. `dot_totalL` splits $\omega\cdot L$ into particle contributions; `e1` and `e2` fix the coefficients using $m\neq0$.

`comm_dot` expands a commutator with $\omega\cdot(r\times p)$, and `axis` reduces vector statements to three components. `rotation` uses both to obtain the position and momentum commutators, with only particle `j` surviving the sum. `kinetic_comm` applies the result to $p_j^2$. In `larmor_precession`, `hprod` is the product rule, `hi` treats one particle and `hD` sums. Throughout, `noncomm_ring` rearranges products without commuting factors, and `module` collects scalar coefficients.

`isCanonical_witness` supplies a concrete example: coordinate multiplication and $-\mathrm i\hbar$ times differentiation, acting on polynomials.

## Separate charges and masses

A model for electrons and moving nuclei together would give each particle its own $q_i$, $m_i$ and $\omega_i$. The expansion would still work particle by particle, but the linear term would become $-\sum_i\omega_i\cdot(r_i\times p_i)$. With different $\omega_i$ it would no longer be a single vector contracted with $L$, and the total angular momentum would not in general obey one common precession equation.
